# For a propagator $q^{|R|}$ with $0<q<1$, the total supercell bubble error is positive and asymptotic to $2Nq^N$

Let a propagator on an infinite chain with one site per cell fall off as $q^{|R|}$ with the separation $R$, where $0<q<1$, and repeat a supercell of two cells periodically. Site 0 then collects the values at $0,\pm2,\pm4,\dots$, and site 1 those at $\pm1,\pm3,\dots$. The two sums are

$$G_2(0)=\frac{1+q^2}{1-q^2},\qquad G_2(1)=\frac{q+q}{1-q^2}.$$

The squared numerators are $1+q^4+2q^2$ and $q^2+q^2+2q^2$. Both contain the same cross term, $2q^2$. The bubble is here the sum of the squared propagator over all sites. On the infinite chain each value is squared separately, so no such terms arise. In a supercell of $N$ cells the cross term is $2q^N$ at each of the $N$ sites, and for large $N$ and $0<q<1$ these terms make the bubble of the supercell exceed that of the infinite chain by about $2N$ times $q^N$. This excess is the total error.

## The error in closed form

Write $G(R)=q^{|R|}$ for integer $R$, and define

$$G_N(R)=\sum_{m\in\mathbb Z}G(R+mN),\qquad \Delta_N=\sum_{R=0}^{N-1}G_N(R)^2-\sum_{R\in\mathbb Z}G(R)^2 .$$

The claim is that $\Delta_N>0$ for every $N\ge1$, and that $\Delta_N/(Nq^N)\to2$ as $N\to\infty$. The algebra needs only $|q|<1$, so negative $q$, a propagator of alternating sign, is allowed until the sign of the error is discussed.

**Image sum.** Take a site $0\le R<N$ and let $S=N-R$ be its distance to the right end of the supercell. Images with $m\ge0$ lie at distance $R+mN$. Images with $m=-(n+1)$, $n\ge0$, lie at distance $S+nN$. Two geometric series of ratio $q^N$ give

$$G_N(R)=\frac{q^R+q^S}{1-q^N}.$$

**Infinite chain.** Squaring $G$ replaces $q$ by $q^2$, and a sum over all integers is the image sum of a one-site supercell, with $R=0$ and $S=1$. Hence

$$c:=\sum_{R\in\mathbb Z}G(R)^2=\frac{1+q^2}{1-q^2}.$$

**Supercell.** Put $x=q^N$. Since $q^Rq^S=x$,

$$G_N(R)^2=\frac{q^{2R}+q^{2S}+2x}{(1-x)^2}.$$

Over the supercell, $\sum_R q^{2R}=(1-x^2)/(1-q^2)$. The distance $S$ runs from $1$ to $N$, so $\sum_R q^{2S}$ is $q^2$ times the same sum. Therefore

$$\sum_{R=0}^{N-1}G_N(R)^2=\frac{c(1-x^2)+2Nx}{(1-x)^2}.$$

**Difference.** Because $(1-x^2)-(1-x)^2=2x(1-x)$, subtracting $c$ leaves

$$\Delta_N=\frac{2x}{1-x}\left(\frac{N}{1-x}+c\right).$$

Both $1-x$ and $c$ are positive, so $\Delta_N$ is positive exactly when $x=q^N$ is. This holds for all $N\ge1$ if $0<q<1$, and fails for negative $q$ and odd $N$.

**Limit.** For $q\ne0$,

$$\frac{\Delta_N}{x}-2N=\frac{2Nx(2-x)}{(1-x)^2}+\frac{2c}{1-x}\longrightarrow 2c,$$

since $x\to0$ and $Nx=Nq^N\to0$. Dividing by $N$ gives $\Delta_N/(Nq^N)\to2$.

## Numbers for $q=1/2$

With $N=2$ the image sums are $G_2(0)=5/3$ and $G_2(1)=4/3$, whose squares add up to $41/9$. The infinite chain gives $c=5/3=15/9$, so $\Delta_2=26/9$, in agreement with the formula: $\tfrac23\left(\tfrac83+\tfrac53\right)=\tfrac{26}{9}$. Here $\Delta_2/(2q^2)=52/9\approx5.78$, still far from 2. At $N=10$ the ratio is about $2.34$, and most of the remaining excess is $2c/N\approx0.33$.

## Where the sum occurs in a GW calculation

In a space-time GW calculation for a crystal, the Green's function can be computed on a uniform mesh of $N$ k-points that includes $k=0$, and Fourier transformed to the $N$ cells of the corresponding supercell. This transform returns the image sum $G_N$, not $G$. The polarizability is then formed by multiplying two Green's functions point by point, and, for fixed positions within the cells, its zero-wavevector component is the sum of that product over the $N$ cells. If both factors are replaced by the same scalar $q^{|R|}$ on a chain, $\Delta_N$ is the finite-mesh error of this component, up to the prefactor of the polarizability. This models only the spatial decay and is not a one-band insulator: a single filled or empty band has no such bubble at zero temperature. In an insulator one factor comes from the filled states and the other from the empty ones, so the positive sign found here for equal factors need not carry over.

The number $q$ stands for the decay per cell: $q=e^{-1/\xi}$ for a decay length of $\xi$ cells, as is appropriate for a gapped system. The model has no time dependence, orbital structure or algebraic decay, and it stops at the bubble, before the screened interaction and the self-energy.

## The formal development

```lean
import Mathlib

open Filter Topology

namespace SupercellWrapAround

noncomputable section
```

The propagator takes a real `q` and an integer separation; `R.natAbs` is $|R|$ as a natural number.

```lean
/-- The model propagator `q^|R|` between two sites of a chain at separation `R`. -/
def propagator (q : ℝ) (R : ℤ) : ℝ := q ^ R.natAbs
```

The supercell propagator is the full infinite sum over images, with no truncation to the nearest images.

```lean
/-- The propagator of an `N`-cell periodic supercell: the sum over all periodic images,
for `|q| < 1` and `N ≥ 1`. -/
def supercellPropagator (q : ℝ) (N : ℕ) (R : ℤ) : ℝ :=
  ∑' m : ℤ, propagator q (R + m * N)
```

`bubbleError q N` is $\Delta_N$. `Finset.range N` lists the sites $0,\dots,N-1$, and neither sum is divided by the number of cells.

```lean
/-- The total bubble error: the squared supercell propagator summed over one supercell, minus
the squared propagator summed over the infinite chain, for `|q| < 1` and `N ≥ 1`. -/
def bubbleError (q : ℝ) (N : ℕ) : ℝ :=
  ∑ R ∈ Finset.range N, supercellPropagator q N R ^ 2 - ∑' R : ℤ, propagator q R ^ 2
```

The first lemma supplies $|q^n|<1$ for $n\ge1$. It is used for the ratio $q^N$ and for the replacement of $q$ by $q^2$.

```lean
/-- If `|q| < 1`, every positive power of `q` also has modulus below one. -/
theorem abs_pow_lt {q : ℝ} (hq : |q| < 1) {n : ℕ} (hn : 0 < n) : |q ^ n| < 1 := by
  rw [abs_pow]
  exact pow_lt_one₀ (abs_nonneg q) hq hn.ne'
```

Next comes the image sum. `HasSum` states that the series converges to the given value. The hypothesis `h : R + S = N` makes $R$ and $S$ the distances to the two ends of the supercell. `h1` treats the images with $m\ge0$ and `h2` those with $m=-(n+1)$; in each, `hz` rewrites the integer position so that its absolute value can be read off. `HasSum.of_nat_of_neg_add_one` joins the two halves.

```lean
/-- For `|q| < 1`, the image sum at a site with distances `R` and `S` to the two ends of a
cell of length `N = R + S ≥ 1` converges to `(q^R + q^S) / (1 - q^N)`. -/
theorem hasSum_images {q : ℝ} (hq : |q| < 1) {N R S : ℕ} (hN : 0 < N) (h : R + S = N) :
    HasSum (fun m : ℤ => propagator q (R + m * N)) ((q ^ R + q ^ S) / (1 - q ^ N)) := by
  have hg := hasSum_geometric_of_abs_lt_one (abs_pow_lt hq hN)
  -- images with m ≥ 0
  have h1 : HasSum (fun n : ℕ => propagator q (R + (n : ℤ) * N))
      (q ^ R * (1 - q ^ N)⁻¹) := by
    have e : (fun n : ℕ => propagator q (R + (n : ℤ) * N)) =
        fun n : ℕ => q ^ R * (q ^ N) ^ n := by
      funext n
      have hz : (R : ℤ) + (n : ℤ) * N = ((R + N * n : ℕ) : ℤ) := by
        push_cast
        ring
      rw [hz, propagator, Int.natAbs_natCast, pow_add, pow_mul]
    rw [e]
    exact hg.mul_left _
  -- images with m < 0
  have h2 : HasSum (fun n : ℕ => propagator q (R + (-((n : ℤ) + 1)) * N))
      (q ^ S * (1 - q ^ N)⁻¹) := by
    have e : (fun n : ℕ => propagator q (R + (-((n : ℤ) + 1)) * N)) =
        fun n : ℕ => q ^ S * (q ^ N) ^ n := by
      funext n
      have hc : (R : ℤ) + S = N := by exact_mod_cast h
      have hz : (R : ℤ) + (-((n : ℤ) + 1)) * N = -((S + N * n : ℕ) : ℤ) := by
        push_cast
        linear_combination hc
      rw [hz, propagator, Int.natAbs_neg, Int.natAbs_natCast, pow_add, pow_mul]
    rw [e]
    exact hg.mul_left _
  have h3 := HasSum.of_nat_of_neg_add_one
    (f := fun m : ℤ => propagator q (R + m * N)) h1 h2
  rw [div_eq_mul_inv, add_mul]
  exact h3
```

The infinite-chain sum $c$ follows from the same lemma, applied to $q^2$ with $N=1$, $R=0$ and $S=1$.

```lean
/-- For `|q| < 1`, the squared propagator summed over the infinite chain is
`(1 + q²) / (1 - q²)`. -/
theorem hasSum_bubble {q : ℝ} (hq : |q| < 1) :
    HasSum (fun R : ℤ => propagator q R ^ 2) ((1 + q ^ 2) / (1 - q ^ 2)) := by
  -- squaring the propagator replaces q by q²; use the image sum of a one-site cell
  have h := hasSum_images (abs_pow_lt hq two_pos) (N := 1) (R := 0) (S := 1) one_pos rfl
  have e : (fun R : ℤ => propagator q R ^ 2) =
      fun m : ℤ => propagator (q ^ 2) (((0 : ℕ) : ℤ) + m * ((1 : ℕ) : ℤ)) := by
    funext m
    simp only [propagator, Nat.cast_zero, Nat.cast_one, zero_add, mul_one]
    ring
  rw [pow_zero, pow_one] at h
  rw [e]
  exact h
```

The sum over the supercell follows the derivation above. `hgeo` is the finite geometric sum, `href` reverses the order of the sites to obtain the factor $q^2$, and `hterm` is the squared image sum at one site. Inside `hterm`, `hp` is the identity $q^Rq^{N-R}=q^N$, which makes the cross term independent of the site.

```lean
/-- The squared supercell propagator summed over one supercell, in closed form, for `|q| < 1`
and `N ≥ 1`. -/
theorem sum_supercell_sq {q : ℝ} (hq : |q| < 1) {N : ℕ} (hN : 0 < N) :
    ∑ R ∈ Finset.range N, supercellPropagator q N R ^ 2 =
      ((1 + q ^ 2) / (1 - q ^ 2) * (1 - (q ^ N) ^ 2) + 2 * N * q ^ N) / (1 - q ^ N) ^ 2 := by
  have hd : 1 - q ^ 2 ≠ 0 := (sub_pos.mpr (abs_lt.mp (abs_pow_lt hq two_pos)).2).ne'
  have hgeo : ∑ R ∈ Finset.range N, (q ^ 2) ^ R = (1 - (q ^ N) ^ 2) / (1 - q ^ 2) := by
    rw [eq_div_iff hd, mul_comm, mul_neg_geom_sum]
    ring
  have href : ∑ R ∈ Finset.range N, (q ^ 2) ^ (N - R) =
      q ^ 2 * ∑ R ∈ Finset.range N, (q ^ 2) ^ R := by
    have hr : ∑ R ∈ Finset.range N, (q ^ 2) ^ (N - 1 - R) =
        ∑ R ∈ Finset.range N, (q ^ 2) ^ R :=
      Finset.sum_range_reflect (fun R => (q ^ 2) ^ R) N
    rw [← hr, Finset.mul_sum]
    refine Finset.sum_congr rfl fun R hR => ?_
    have hlt := Finset.mem_range.mp hR
    rw [← pow_succ', show N - 1 - R + 1 = N - R by omega]
  -- the cross term q^R q^(N-R) = q^N is the same at every site
  have hterm : ∀ R ∈ Finset.range N, supercellPropagator q N R ^ 2 =
      ((q ^ 2) ^ R + (q ^ 2) ^ (N - R) + 2 * q ^ N) / (1 - q ^ N) ^ 2 := by
    intro R hR
    have h : R + (N - R) = N := by
      have hlt := Finset.mem_range.mp hR
      omega
    have hp : q ^ R * q ^ (N - R) = q ^ N := by rw [← pow_add, h]
    rw [supercellPropagator, (hasSum_images hq hN h).tsum_eq, div_pow]
    congr 1
    linear_combination 2 * hp
  rw [Finset.sum_congr rfl hterm, ← Finset.sum_div, Finset.sum_add_distrib,
    Finset.sum_add_distrib, href, hgeo, Finset.sum_const, Finset.card_range, nsmul_eq_mul]
  congr 1
  ring
```

The exact error is the difference of the two sums. The proof replaces $c$ and $q^N$ by free variables with `generalize`, after which `field_simp` and `ring` verify the remaining identity in $x$, $c$ and $N$.

```lean
/-- The exact total bubble error of an `N`-cell supercell, for `|q| < 1` and `N ≥ 1`. -/
theorem bubbleError_eq {q : ℝ} (hq : |q| < 1) {N : ℕ} (hN : 0 < N) :
    bubbleError q N =
      2 * q ^ N / (1 - q ^ N) * (N / (1 - q ^ N) + (1 + q ^ 2) / (1 - q ^ 2)) := by
  have hx : 1 - q ^ N ≠ 0 := (sub_pos.mpr (abs_lt.mp (abs_pow_lt hq hN)).2).ne'
  rw [bubbleError, sum_supercell_sq hq hN, (hasSum_bubble hq).tsum_eq]
  generalize (1 + q ^ 2) / (1 - q ^ 2) = c
  generalize q ^ N = x at hx ⊢
  field_simp
  ring
```

For the sign, the error is written as $q^N$ times a factor that `hb` shows to be positive. The equivalence holds for every real $q$ with $|q|<1$, including negative values.

```lean
/-- For `|q| < 1` and `N ≥ 1`, the total bubble error is positive exactly when `q^N` is
positive. -/
theorem bubbleError_pos_iff {q : ℝ} (hq : |q| < 1) {N : ℕ} (hN : 0 < N) :
    0 < bubbleError q N ↔ 0 < q ^ N := by
  have hx : 0 < 1 - q ^ N := sub_pos.mpr (abs_lt.mp (abs_pow_lt hq hN)).2
  have hd : 0 < 1 - q ^ 2 := sub_pos.mpr (abs_lt.mp (abs_pow_lt hq two_pos)).2
  have hb : 0 < 2 / (1 - q ^ N) * (N / (1 - q ^ N) + (1 + q ^ 2) / (1 - q ^ 2)) :=
    mul_pos (div_pos two_pos hx)
      (add_pos (div_pos (Nat.cast_pos.mpr hN) hx) (div_pos (by positivity) hd))
  have hs : bubbleError q N =
      q ^ N * (2 / (1 - q ^ N) * (N / (1 - q ^ N) + (1 + q ^ 2) / (1 - q ^ 2))) := by
    rw [bubbleError_eq hq hN]
    ring
  rw [hs, mul_pos_iff_of_pos_right hb]
```

The refined limit says that $\Delta_N/q^N-2N$ tends to $2c$. `hx` and `hNx` are the limits $q^N\to0$ and $Nq^N\to0$, and `hlim` combines them into the limit of the right-hand side found by hand. The last lines show that this expression equals $\Delta_N/q^N-2N$ for all $N>0$, which is enough for a limit at infinity. The hypothesis `h0` excludes $q=0$, where Lean evaluates the quotient $0/0$ as $0$ and the stated limit fails.

```lean
/-- For `|q| < 1` and `q ≠ 0`, the error in units of `q^N`, less its linear part `2N`, tends
to `2 (1 + q²) / (1 - q²)` as the supercell grows. -/
theorem tendsto_error_sub_linear {q : ℝ} (hq : |q| < 1) (h0 : q ≠ 0) :
    Tendsto (fun N : ℕ => bubbleError q N / q ^ N - 2 * N) atTop
      (𝓝 (2 * ((1 + q ^ 2) / (1 - q ^ 2)))) := by
  have hx := tendsto_pow_atTop_nhds_zero_of_abs_lt_one hq
  have hNx := tendsto_self_mul_const_pow_of_abs_lt_one hq
  have hlim : Tendsto (fun N : ℕ => 2 * ((N : ℝ) * q ^ N) * (2 - q ^ N) / (1 - q ^ N) ^ 2
      + 2 * ((1 + q ^ 2) / (1 - q ^ 2)) / (1 - q ^ N)) atTop
      (𝓝 (2 * 0 * (2 - 0) / (1 - 0) ^ 2 + 2 * ((1 + q ^ 2) / (1 - q ^ 2)) / (1 - 0))) :=
    (((hNx.const_mul 2).mul (hx.const_sub 2)).div ((hx.const_sub 1).pow 2)
      (by norm_num)).add (tendsto_const_nhds.div (hx.const_sub 1) (by norm_num))
  rw [show (2 * 0 * (2 - 0) / (1 - 0) ^ 2 + 2 * ((1 + q ^ 2) / (1 - q ^ 2)) / (1 - 0) : ℝ)
    = 2 * ((1 + q ^ 2) / (1 - q ^ 2)) by ring] at hlim
  refine hlim.congr' ?_
  filter_upwards [eventually_gt_atTop 0] with N hN
  have h1 : 1 - q ^ N ≠ 0 := (sub_pos.mpr (abs_lt.mp (abs_pow_lt hq hN)).2).ne'
  have h2 : q ^ N ≠ 0 := pow_ne_zero N h0
  rw [bubbleError_eq hq hN]
  generalize (1 + q ^ 2) / (1 - q ^ 2) = c
  generalize q ^ N = x at h1 h2 ⊢
  field_simp
  ring
```

Dividing by $N$ sends the bounded remainder to zero, and adding back the constant 2 gives the leading limit.

```lean
/-- For `|q| < 1` and `q ≠ 0`, the total bubble error divided by `N q^N` tends to `2` as the
supercell grows. -/
theorem tendsto_error_ratio {q : ℝ} (hq : |q| < 1) (h0 : q ≠ 0) :
    Tendsto (fun N : ℕ => bubbleError q N / (N * q ^ N)) atTop (𝓝 2) := by
  have h := ((tendsto_error_sub_linear hq h0).div_atTop
    tendsto_natCast_atTop_atTop).add_const 2
  rw [zero_add] at h
  refine h.congr' ?_
  filter_upwards [eventually_gt_atTop 0] with N hN
  have hN' : (N : ℝ) ≠ 0 := Nat.cast_ne_zero.mpr hN.ne'
  rw [sub_div, mul_div_cancel_right₀ _ hN', sub_add_cancel, div_div, mul_comm (q ^ N)]
```

The final theorem specialises to $0<q<1$. Its first part is positivity for every $N\ge1$, and its second is the limit of $\Delta_N/(Nq^N)$.

```lean
/-- For `0 < q < 1`, the total bubble error is positive for every supercell of `N ≥ 1` cells,
and divided by `N q^N` it tends to `2` as `N` grows. -/
theorem supercell_wrap_around {q : ℝ} (h0 : 0 < q) (h1 : q < 1) :
    (∀ N : ℕ, 0 < N → 0 < bubbleError q N) ∧
      Tendsto (fun N : ℕ => bubbleError q N / (N * q ^ N)) atTop (𝓝 2) := by
  have hq : |q| < 1 := by rwa [abs_of_pos h0]
  exact ⟨fun N hN => (bubbleError_pos_iff hq hN).mpr (pow_pos h0 N),
    tendsto_error_ratio hq h0.ne'⟩

end

end SupercellWrapAround
```

```lean
#print axioms SupercellWrapAround.bubbleError_pos_iff
#print axioms SupercellWrapAround.supercell_wrap_around
```

```
'SupercellWrapAround.bubbleError_pos_iff' depends on axioms: [propext, Classical.choice, Quot.sound]
'SupercellWrapAround.supercell_wrap_around' depends on axioms: [propext, Classical.choice, Quot.sound]
```
